# How a Wick sum without repeated labels responds to one contraction

## Contractions as functions of labels

A contraction is modelled here as a function $c(x,y)$ of two operator labels, not of two positions in a string. Changing the value $c(x,y)$ therefore changes the contraction at every pair of positions with $x$ at the earlier and $y$ at the later one. If no label repeats, there is at most one such pair. An operator that occurs twice in a product can be given two labels, so that its contractions vary separately.

For a string of labels, with positions counted from 0, the Wick sum $W_c$ is defined by $W_c([\,])=1$ and

$$W_c(x::L)=\sum_j \varepsilon^j\,c(x,L_j)\,W_c(L\text{ without position }j).$$

The sign $\varepsilon$ is $-1$ for fermions and $+1$ for bosons. Both values satisfy $\varepsilon^2=1$, the only property of $\varepsilon$ that the proof below uses. In electronic structure, expectation values of products of creation and annihilation operators in a normalised Slater determinant are sums of this kind, with $\varepsilon=-1$ and $c(x,y)$ the expectation value of the product of the two operators in that order; the rule below gives the change of such a sum when one contraction is varied and all others are held fixed. This is a formal variation: a change of the determinant itself usually alters several contractions at once.

## The change in the Wick sum

Let $L$ have no repeated label, let $i<j$ be positions in it, and let $c'$ agree with $c$ except possibly at $(L_i,L_j)$. Then

$$W_{c'}(L)-W_c(L)=\varepsilon^{\,j-i-1}\,(c'-c)(L_i,L_j)\,W_c(L\text{ without }i,j).$$

This is `wick_sub_wick`. The labels form any type `α`, the contractions take values in any commutative ring `R`, the sign `ε` is any element of `R` with `ε * ε = 1`, and `L.Nodup` excludes repeats. The expression `(L.eraseIdx j).eraseIdx i` deletes the later position first, so that `i` still points to the right operator. The pair is ordered: $c(L_j,L_i)$ stays as it was, and no symmetry of $c$ is assumed.

The recursion is taken as the definition of $W$. Its equality with an expectation value, which is the content of Wick's theorem, is not derived.

## Expansion in the first operator

Write $L=A\,a\,B\,b\,C$ with $a=L_i$, $b=L_j$, $m=|B|=j-i-1$ and $\delta=c'(a,b)-c(a,b)$. The claim becomes

$$W_{c'}(AaBbC)=W_c(AaBbC)+\varepsilon^m\delta\,W_c(ABC).$$

A string that lacks $a$ or $b$ has the same Wick sum for $c$ and $c'$, since the recursion only uses contractions between labels that are present. The proof is by induction on the length of $A$, for all $B$ and $C$.

If $A$ is empty, expand in $a$. When $a$ is contracted with an operator other than $b$, the coefficient is unchanged and the remaining string lacks $a$. The contraction with $b$ passes over $m$ operators and changes by $\varepsilon^m\delta\,W_c(BC)$.

If $A=xA'$, put $n=|A'|$ and expand in $x$. Since $x\neq a$, its contractions are unchanged. If its partner is $a$ or $b$, the remaining string is unaffected. For the other partners, let a subscript $k$ mean that position $k$ is removed. By induction the terms change as follows:

- Partner in $A'$: $\varepsilon^k\cdot\varepsilon^m\delta\,W_c(A'_kBC)$.
- Partner in $B$: $\varepsilon^{n+1+k}\cdot\varepsilon^{m-1}\delta\,W_c(A'B_kC)=\varepsilon^m\delta\cdot\varepsilon^{n+k}\,W_c(A'B_kC)$.
- Partner in $C$: $\varepsilon^{n+m+2+k}\cdot\varepsilon^m\delta\,W_c(A'BC_k)=\varepsilon^m\delta\cdot\varepsilon^{n+m+k}\,W_c(A'BC_k)$, by $\varepsilon^2=1$.

Each term carries its factor $c(x,y)$, where $y$ is the partner. The sum is $\varepsilon^m\delta$ times the expansion of $W_c(xA'BC)$, as claimed.

For complex fermionic contractions, replace $c(L_i,L_j)$ by a variable $s$. The Wick sum is then affine in $s$, with constant derivative $(-1)^{j-i-1}W_c(L\text{ without }i,j)$.

## The Lean file

```lean
import Mathlib

namespace WickContractionDerivative

variable {α R : Type*} [CommRing R]

/-- The Wick sum of an operator string: the first operator is contracted with each later one,
with a factor `ε` for every operator passed over. -/
def wick (ε : R) (c : α → α → R) : List α → R
  | [] => 1
  | x :: L => ∑ j : Fin L.length, ε ^ (j : ℕ) * c x (L.get j) * wick ε c (L.eraseIdx j)
termination_by L => L.length
decreasing_by exact Nat.lt_succ_of_le (List.eraseIdx_sublist L _).length_le

/-- The signed sum over all ways to take one operator out of a string, where `F` sees the
removed operator and the remaining string. -/
def removalSum (ε : R) (F : α → List α → R) (L : List α) : R :=
  ∑ j : Fin L.length, ε ^ (j : ℕ) * F (L.get j) (L.eraseIdx j)

/-- The contraction `c` with its value at the ordered pair `(a, b)` replaced by `t`. -/
def setContraction [DecidableEq α] (c : α → α → R) (a b : α) (t : R) : α → α → R :=
  fun x y => if x = a ∧ y = b then t else c x y

/-- The Wick sum of a nonempty string is a removal sum over the operators after the first. -/
theorem wick_cons (ε : R) (c : α → α → R) (x : α) (L : List α) :
    wick ε c (x :: L) = removalSum ε (fun y M => c x y * wick ε c M) L := by
  rw [wick]
  simp only [removalSum, mul_assoc]

/-- In a removal sum either the first operator is taken out, or a later one is, at the cost of
one factor `ε`. -/
theorem removalSum_cons (ε : R) (F : α → List α → R) (y : α) (L : List α) :
    removalSum ε F (y :: L) = F y L + ε * removalSum ε (fun z M => F z (y :: M)) L := by
  change ∑ j : Fin (L.length + 1), ε ^ (j : ℕ) * F ((y :: L).get j) ((y :: L).eraseIdx j)
    = F y L + ε * ∑ j : Fin L.length, ε ^ (j : ℕ) * F (L.get j) (y :: L.eraseIdx j)
  rw [Fin.sum_univ_succ, Finset.mul_sum]
  congr 1
  · change ε ^ 0 * F y L = F y L
    simp
  · refine Finset.sum_congr rfl fun j _ => ?_
    change ε ^ ((j : ℕ) + 1) * F (L.get j) (y :: L.eraseIdx j) = _
    ring

/-- The removal sum of two joined strings splits into removals from the left string and
removals from the right string. -/
theorem removalSum_append (ε : R) (F : α → List α → R) (A B : List α) :
    removalSum ε F (A ++ B) = removalSum ε (fun z M => F z (M ++ B)) A
      + ε ^ A.length * removalSum ε (fun z M => F z (A ++ M)) B := by
  induction A generalizing F with
  | nil => simp [removalSum]
  | cons y A ih =>
    rw [List.cons_append, removalSum_cons, removalSum_cons, ih, List.length_cons, pow_succ]
    simp only [List.cons_append]
    ring

/-- If each term of a removal sum changes by `k` times another term, the whole sum changes by
`k` times the other sum. -/
theorem removalSum_affine {ε k : R} {F G H : α → List α → R} {L : List α}
    (h : ∀ y M, (y :: M).Perm L → F y M = G y M + k * H y M) :
    removalSum ε F L = removalSum ε G L + k * removalSum ε H L := by
  induction L generalizing F G H with
  | nil => simp [removalSum]
  | cons x L ih =>
    have e := ih (F := fun z M => F z (x :: M)) (G := fun z M => G z (x :: M))
      (H := fun z M => H z (x :: M))
      (fun y M hp => h y (x :: M) ((List.Perm.swap x y M).trans (hp.cons x)))
    rw [removalSum_cons ε F, removalSum_cons ε G, removalSum_cons ε H,
      h x L (List.Perm.refl _), e]
    ring

/-- Two contractions that agree on all labels of a string give it the same Wick sum. -/
theorem wick_congr (ε : R) {c c' : α → α → R} (L : List α)
    (h : ∀ x ∈ L, ∀ y ∈ L, c' x y = c x y) : wick ε c' L = wick ε c L := by
  have key : ∀ (n : ℕ) (L : List α), L.length < n →
      (∀ x ∈ L, ∀ y ∈ L, c' x y = c x y) → wick ε c' L = wick ε c L := by
    intro n
    induction n with
    | zero => intro L hL; exact absurd hL (Nat.not_lt_zero _)
    | succ n ih =>
      intro L hL h
      cases L with
      | nil => simp [wick]
      | cons x L =>
        have e : removalSum ε (fun y M => c' x y * wick ε c' M) L
            = removalSum ε (fun y M => c x y * wick ε c M) L
              + 0 * removalSum ε (fun y M => c x y * wick ε c M) L := by
          refine removalSum_affine fun y M hp => ?_
          have hl := hp.length_eq
          simp only [List.length_cons] at hl hL
          have hs : ∀ z ∈ y :: M, z ∈ x :: L :=
            fun z hz => List.mem_cons_of_mem _ (hp.subset hz)
          show c' x y * wick ε c' M = c x y * wick ε c M + 0 * (c x y * wick ε c M)
          rw [h x (by simp) y (hs y (by simp)), ih M (by omega) (fun u hu v hv =>
            h u (hs u (by simp [hu])) v (hs v (by simp [hv])))]
          ring
        rw [wick_cons, wick_cons, e]
        ring
  exact key _ L (Nat.lt_succ_self _) h

/-- If `ε * ε = 1` and the string `A a B b C` has no repeated labels, changing only the contraction
of `a` with `b` adds `ε ^ |B|` times the change times the Wick sum of `A B C`. -/
theorem wick_split {ε : R} (hε : ε * ε = 1) {c c' : α → α → R} {a b : α}
    (h : ∀ x y, ¬(x = a ∧ y = b) → c' x y = c x y) (A B C : List α)
    (hL : (A ++ a :: (B ++ b :: C)).Nodup) :
    wick ε c' (A ++ a :: (B ++ b :: C)) = wick ε c (A ++ a :: (B ++ b :: C))
      + ε ^ B.length * (c' a b - c a b) * wick ε c (A ++ (B ++ C)) := by
  obtain ⟨ha, hL'⟩ := List.nodup_cons.mp (List.nodup_middle.mp hL)
  rw [← List.append_assoc] at hL'
  have hb := (List.nodup_cons.mp (List.nodup_middle.mp hL')).1
  simp only [List.mem_append, List.mem_cons, not_or] at ha hb
  have hab : a ≠ b := ha.2.2.1
  have out : ∀ {t z : α} {M K : List α}, (z :: M).Perm K → t ∉ K → z ≠ t ∧ t ∉ M := by
    intro t z M K hp ht
    exact ⟨fun e => ht (hp.subset (by simp [e])), fun hm => ht (hp.subset (by simp [hm]))⟩
  -- a string lacking `a` or `b` does not feel the change
  have same : ∀ M : List α, (a ∉ M ∨ b ∉ M) → wick ε c' M = wick ε c M := fun M hM =>
    wick_congr ε M fun x hx y hy => h x y fun e =>
      hM.elim (fun k => k (e.1 ▸ hx)) (fun k => k (e.2 ▸ hy))
  have key : ∀ (n : ℕ) (A B C : List α), A.length < n → a ∉ A → a ∉ B → a ∉ C →
      b ∉ A → b ∉ B → b ∉ C →
      wick ε c' (A ++ a :: (B ++ b :: C)) = wick ε c (A ++ a :: (B ++ b :: C))
        + ε ^ B.length * (c' a b - c a b) * wick ε c (A ++ (B ++ C)) := by
    intro n
    induction n with
    | zero => intro A B C hA; exact absurd hA (Nat.not_lt_zero _)
    | succ n ih =>
      intro A B C hA aA aB aC bA bB bC
      cases A with
      | nil =>
        -- only the direct contraction of `a` with `b` changes
        have e1 : removalSum ε (fun z M => c' a z * wick ε c' (M ++ b :: C)) B
            = removalSum ε (fun z M => c a z * wick ε c (M ++ b :: C)) B
              + 0 * removalSum ε (fun _ _ => 0) B := by
          refine removalSum_affine fun z M hp => ?_
          rw [h a z (fun e => (out hp bB).1 e.2),
            same (M ++ b :: C) (Or.inl (by simp [(out hp aB).2, hab, aC]))]
          ring
        have e2 : removalSum ε (fun z M => c' a z * wick ε c' (B ++ b :: M)) C
            = removalSum ε (fun z M => c a z * wick ε c (B ++ b :: M)) C
              + 0 * removalSum ε (fun _ _ => 0) C := by
          refine removalSum_affine fun z M hp => ?_
          rw [h a z (fun e => (out hp bC).1 e.2),
            same (B ++ b :: M) (Or.inl (by simp [(out hp aC).2, hab, aB]))]
          ring
        simp only [List.nil_append, wick_cons, removalSum_append, removalSum_cons]
        rw [e1, e2, same (B ++ C) (Or.inl (by simp [aB, aC]))]
        ring
      | cons x A =>
        simp only [List.mem_cons, not_or] at aA bA
        simp only [List.length_cons] at hA
        have hc : ∀ z, c' x z = c x z := fun z => h x z fun e => aA.1 e.1.symm
        -- the first operator is contracted into `A`, `B` or `C`
        have e1 : removalSum ε (fun z M => c x z * wick ε c' (M ++ a :: (B ++ b :: C))) A
            = removalSum ε (fun z M => c x z * wick ε c (M ++ a :: (B ++ b :: C))) A
              + (ε ^ B.length * (c' a b - c a b))
                * removalSum ε (fun z M => c x z * wick ε c (M ++ (B ++ C))) A := by
          refine removalSum_affine fun z M hp => ?_
          have hl := hp.length_eq
          simp only [List.length_cons] at hl
          rw [ih M B C (by omega) (out hp aA.2).2 aB aC (out hp bA.2).2 bB bC]
          ring
        have e2 : removalSum ε (fun z M => c x z * wick ε c' (A ++ a :: (M ++ b :: C))) B
            = removalSum ε (fun z M => c x z * wick ε c (A ++ a :: (M ++ b :: C))) B
              + (ε * ε ^ B.length * (c' a b - c a b))
                * removalSum ε (fun z M => c x z * wick ε c (A ++ (M ++ C))) B := by
          refine removalSum_affine fun z M hp => ?_
          have hl := hp.length_eq
          simp only [List.length_cons] at hl
          have hpow : ε * ε ^ B.length = ε ^ M.length := by
            rw [← hl, pow_succ]
            linear_combination ε ^ M.length * hε
          rw [ih A M C (by omega) aA.2 (out hp aB).2 aC bA.2 (out hp bB).2 bC, hpow]
          ring
        have e3 : removalSum ε (fun z M => c x z * wick ε c' (A ++ a :: (B ++ b :: M))) C
            = removalSum ε (fun z M => c x z * wick ε c (A ++ a :: (B ++ b :: M))) C
              + (ε ^ B.length * (c' a b - c a b))
                * removalSum ε (fun z M => c x z * wick ε c (A ++ (B ++ M))) C := by
          refine removalSum_affine fun z M hp => ?_
          rw [ih A B M (by omega) aA.2 aB (out hp aC).2 bA.2 bB (out hp bC).2]
          ring
        simp only [List.cons_append, wick_cons, removalSum_append, removalSum_cons, hc]
        rw [e1, e2, e3, same (A ++ (B ++ b :: C)) (Or.inl (by simp [aA.2, aB, aC, hab])),
          same (A ++ a :: (B ++ C)) (Or.inr (by simp [bA.2, bB, bC, hab.symm]))]
        linear_combination (ε ^ A.length * ε ^ B.length * (c' a b - c a b)
          * (removalSum ε (fun z M => c x z * wick ε c (A ++ (M ++ C))) B + ε ^ B.length
            * removalSum ε (fun z M => c x z * wick ε c (A ++ (B ++ M))) C)) * hε
  exact key _ A B C (Nat.lt_succ_self _) ha.1 ha.2.1 ha.2.2.2 hb.1.1 hb.1.2 hb.2

/-- Two positions `i < j` cut a string into three pieces, with `j - i - 1` operators in the
middle piece; deleting both positions joins the pieces. -/
theorem pair_split (L : List α) : ∀ (i j : ℕ) (hij : i < j) (hj : j < L.length),
    ∃ A B C : List α, L = A ++ L[i]'(hij.trans hj) :: (B ++ L[j] :: C) ∧
      B.length = j - i - 1 ∧ (L.eraseIdx j).eraseIdx i = A ++ (B ++ C) := by
  induction L with
  | nil => intro i j _ hj; exact absurd hj (Nat.not_lt_zero _)
  | cons x L ih =>
    intro i j hij hj
    obtain _ | j := j
    · exact absurd hij (Nat.not_lt_zero _)
    have hj' : j < L.length := Nat.lt_of_succ_lt_succ hj
    obtain _ | i := i
    · refine ⟨[], L.take j, L.drop (j + 1), ?_, ?_, ?_⟩
      · have e : L = L.take j ++ L[j] :: L.drop (j + 1) := by
          rw [List.getElem_cons_drop, List.take_append_drop]
        exact congrArg (x :: ·) e
      · rw [List.length_take]
        omega
      · exact List.eraseIdx_eq_take_drop_succ L j
    · obtain ⟨A, B, C, h1, h2, h3⟩ := ih i j (Nat.lt_of_succ_lt_succ hij) hj'
      exact ⟨x :: A, B, C, congrArg (x :: ·) h1, by omega, congrArg (x :: ·) h3⟩

/-- If `ε * ε = 1`, changing the single contraction between positions `i < j` of a string without
repeated labels changes its Wick sum by `ε ^ (j - i - 1)` times the change times the Wick sum of the
string with both operators removed. -/
theorem wick_sub_wick {ε : R} (hε : ε * ε = 1) {c c' : α → α → R} (L : List α)
    (hL : L.Nodup) {i j : ℕ} (hij : i < j) (hj : j < L.length)
    (h : ∀ x y, ¬(x = L[i]'(hij.trans hj) ∧ y = L[j]) → c' x y = c x y) :
    wick ε c' L - wick ε c L = ε ^ (j - i - 1)
      * (c' (L[i]'(hij.trans hj)) L[j] - c (L[i]'(hij.trans hj)) L[j])
      * wick ε c ((L.eraseIdx j).eraseIdx i) := by
  obtain ⟨A, B, C, h1, h2, h3⟩ := pair_split L i j hij hj
  have e := wick_split hε h A B C (by rw [← h1]; exact hL)
  rw [← h1, h2, ← h3] at e
  linear_combination e

/-- For complex fermionic contractions and a string without repeated labels, the derivative of the
Wick sum with respect to the contraction between positions `i < j` is `(-1) ^ (j - i - 1)` times the
Wick sum of the string with both operators removed. -/
theorem hasDerivAt_wick [DecidableEq α] (c : α → α → ℂ) (L : List α) (hL : L.Nodup)
    {i j : ℕ} (hij : i < j) (hj : j < L.length) (t : ℂ) :
    HasDerivAt (fun s => wick (-1) (setContraction c (L[i]'(hij.trans hj)) L[j] s) L)
      ((-1) ^ (j - i - 1) * wick (-1) c ((L.eraseIdx j).eraseIdx i)) t := by
  -- the Wick sum is affine in the chosen contraction
  have e : ∀ s : ℂ, wick (-1) (setContraction c (L[i]'(hij.trans hj)) L[j] s) L
      = wick (-1) c L + (-1) ^ (j - i - 1) * (s - c (L[i]'(hij.trans hj)) L[j])
        * wick (-1) c ((L.eraseIdx j).eraseIdx i) := by
    intro s
    have m := wick_sub_wick (ε := (-1 : ℂ)) (by ring) (c := c)
      (c' := setContraction c (L[i]'(hij.trans hj)) L[j] s) L hL hij hj
      (fun x y hxy => if_neg hxy)
    have v : setContraction c (L[i]'(hij.trans hj)) L[j] s (L[i]'(hij.trans hj)) L[j] = s :=
      if_pos ⟨rfl, rfl⟩
    rw [v] at m
    linear_combination m
  simp only [e]
  have d := ((((hasDerivAt_id' t).sub_const (c (L[i]'(hij.trans hj)) L[j])).const_mul
    ((-1 : ℂ) ^ (j - i - 1))).mul_const
      (wick (-1) c ((L.eraseIdx j).eraseIdx i))).const_add (wick (-1) c L)
  exact d.congr_deriv (by ring)

/-- For the string `0, 1, 0, 1` with repeated labels, raising the contraction of `0` with `1` from
zero to one, with all other contractions zero, violates the one-contraction rule at the first two
positions. -/
theorem repeated_labels_violate_rule :
    wick (-1 : ℤ) (setContraction (fun _ _ => 0) 0 1 1) [0, 1, 0, 1]
      - wick (-1 : ℤ) (fun _ _ => 0) [0, 1, 0, 1]
      ≠ (-1) ^ (1 - 0 - 1) * (1 - 0) * wick (-1 : ℤ) (fun _ _ : ℕ => 0) [0, 1] := by
  have r0 : ∀ F : ℕ → List ℕ → ℤ, removalSum (-1 : ℤ) F [] = 0 := by
    intro F
    simp [removalSum]
  have w0 : ∀ c : ℕ → ℕ → ℤ, wick (-1 : ℤ) c [] = 1 := by
    intro c
    simp [wick]
  simp [wick_cons, removalSum_cons, r0, w0, setContraction]

end WickContractionDerivative
```

```lean
#print axioms WickContractionDerivative.hasDerivAt_wick
#print axioms WickContractionDerivative.repeated_labels_violate_rule
```

```
'WickContractionDerivative.hasDerivAt_wick' depends on axioms: [propext, Classical.choice, Quot.sound]
'WickContractionDerivative.repeated_labels_violate_rule' depends on axioms: [propext, Classical.choice, Quot.sound]
```

## How the proof follows the expansion

`removalSum` is the signed sum over partners, and `wick_cons` rewrites the recursion in terms of it. `removalSum_append` separates partners in $A'$, $B$ and $C$. `removalSum_affine` carries a change in each term over to the whole sum; its permutation hypothesis records that the partner and the remaining operators come from the original string.

`wick_congr` proves, by induction on length, that only labels present matter. In `wick_split`, `same` applies this to strings lacking $a$ or $b$. The `nil` case is the direct contraction; in the `cons` case, `e1`, `e2` and `e3` treat the three groups of partners, and the closing `linear_combination` uses `hε` to match the signs.

`pair_split` translates positions into the pieces $A,B,C$, which gives `wick_sub_wick`. `hasDerivAt_wick` then differentiates the affine formula.

`repeated_labels_violate_rule` tests the string $0,1,0,1$ with all contractions zero. Raising $c(0,1)$ to one changes the Wick sum from 0 to 1, because the contractions at positions 0, 1 and at positions 2, 3 both become one and their product enters the sum, whereas the rule at the first two positions would predict no change.
